# Zero dipole in nondegenerate parity levels, field-even Stark spectra, and the response μ²/(3B) of a J = 0 rotor

When the Stark levels of a polar rotor are computed by diagonalising a matrix in a finite basis of parity states, the field needs to be scanned in one direction only. The eigenvalues at $-F$ are those at $F$, provided that parity commutes with the field-free Hamiltonian and reverses the dipole operator.

## A rotor in a static field

Let $H_0$ be the field-free Hamiltonian, $D$ the dipole component along the field, and $F$ the real field strength. The Hamiltonian in the field is

$$H(F) = H_0 - F D .$$

Let $P$ be the parity operator. It is unitary, $P^\dagger P = 1$, and applying it twice does nothing, $P^2 = 1$. The field-free molecule does not distinguish a configuration from its reflection through the origin, so $PH_0 = H_0P$. The dipole changes sign under this reflection, so $PD = -DP$.

For a normalised nondegenerate state, the energy shift linear in the field is $-F\langle D\rangle$. The quadratic shift requires the first-order change of the state. For a rigid linear rotor with rotational constant $B$ (an energy) and dipole moment $\mu$, take the $J=0$ state $\psi_0$ and write the change as $\mu F\varphi\,\psi_0$, where $\varphi$ depends on $x=\cos\theta$ and $\theta$ is the angle between molecular axis and field. First-order perturbation theory then gives

$$-B\big((1-x^2)\varphi'\big)' = x .$$

Since $|\psi_0|^2 = 1/(4\pi)$, the second-order energy is $-\tfrac12 F^2\mu^2\int_{-1}^{1}x\varphi\,dx$. The quantity $\mu^2\int_{-1}^{1} x\varphi\,dx$ is therefore the rotational part of the static polarisability of the $J=0$ state along the field. The rigid-rotor model leaves out the electronic and vibrational parts.

## What is stated, and how Lean expresses it

There are three main results:

- `dipole_eq_zero`: under the parity relations, $\langle v|D|v\rangle = 0$ for every nondegenerate eigenvector $v$ of $H_0$.
- `charpoly_field_reversal`: $H(-F)$ and $H(F)$ have the same characteristic polynomial.
- `response_integral`: every regular solution of the response equation satisfies $\mu^2\int_{-1}^{1}x\varphi\,dx = \mu^2/(3B)$.

Operators are complex matrices whose rows and columns are labelled by a finite type `n`, so the first two results concern a finite basis. `starkH H0 D F` is $H(F)$. `expect D v` is $\langle v|D|v\rangle$ without division by $\langle v|v\rangle$, which makes no difference when the value is zero. Physical $H_0$ and $D$ are Hermitian, but the theorems do not need this and do not assume it.

`IsNondegenerate H0 E v` says that $v\neq0$, that $H_0v=Ev$, and that every solution of this equation is a multiple of $v$. A level of the free linear rotor with $J\ge1$ fails this condition in the full space because of its $2J+1$ orientations. Since $H_0$, $D$ and $P$ conserve the projection $M$ on the field axis, and each $J$ occurs only once for a given $M$, the theorem can be applied to each block of fixed $M$.

`IsResponse B φ φ'` describes a regular solution: `φ` and `φ'` are continuous on $[-1,1]$, `φ'` is the derivative of `φ` in the interior, and the response equation holds there. Continuity of `φ'` up to the ends stands for a wavefunction that is smooth at the poles $\theta=0,\pi$. In the clause `eqn`, which ends in `x x`, the first `x` is the value of the derivative and the second is the point at which it is taken.

The perturbation theory that turns $\langle D\rangle$ and the integral into energy shifts belongs to the physical reading and is not formalised here.

## Parity fixes the dipole and the spectrum

Let $v$ be a nondegenerate eigenvector with energy $E$. Then

$$H_0(Pv) = PH_0v = E\,(Pv),$$

so $Pv = cv$ for some number $c$. Applying $P$ again gives $v = c^2v$. As $v\ne0$, $c^2=1$ and $Pv=\pm v$.

For any vector $v$, the relations $DP=-PD$ and $P^\dagger P=1$ give

$$\langle Pv|D|Pv\rangle = \langle v|P^\dagger DP|v\rangle = -\langle v|P^\dagger PD|v\rangle = -\langle v|D|v\rangle .$$

If $Pv=\pm v$, the left side is also $\langle v|D|v\rangle$, because the two signs cancel. A number equal to its own negative is zero.

For the spectrum,

$$H(-F)P = H_0P + FDP = PH_0 - FPD = PH(F).$$

Multiplying by $P$ from the right gives $H(-F)=PH(F)P$. The characteristic polynomial of a product of two square matrices does not depend on their order, so that of $PH(F)P$ equals that of $P^2H(F)=H(F)$.

The spectrum as a whole is therefore even in $F$, and for Hermitian matrices so is the $k$-th lowest eigenvalue. A level followed smoothly through $F=0$ need not be even. Two levels of opposite parity that coincide at zero energy, coupled by a real $d\neq0$, have energies $\pm Fd$, each linear in $F$. The vector $(1,1)$ has $\langle v|D|v\rangle=2d$, or $d$ after normalisation, so the dipole theorem fails without nondegeneracy.

## Integrating the J = 0 response

One integration of the response equation gives

$$-B(1-x^2)\varphi' = \frac{x^2}{2}+C .$$

As $\varphi'$ stays finite at the pole $x=-1$, the left side vanishes there and $C=-\tfrac12$. Hence

$$B(1-x^2)\varphi' = \frac{1-x^2}{2}.$$

In the interior $1-x^2>0$, so $B\varphi'=\tfrac12$. This rules out $B=0$. A second integration gives

$$\varphi(x)=\frac{x}{2B}+\varphi(0).$$

Conversely, for $B\ne0$ the function $x/(2B)$ is a solution, since $-B\big((1-x^2)/(2B)\big)'=x$. The constant $\varphi(0)$ only adds a multiple of $\psi_0$ and drops out of the integral:

$$\mu^2\int_{-1}^{1}x\varphi\,dx = \mu^2\left(\frac{1}{2B}\cdot\frac23+\varphi(0)\cdot0\right)=\frac{\mu^2}{3B}.$$

The quadratic energy shift is then $-\mu^2F^2/(6B)$. For a single rigid rotor this gives a weak-field check on the lowest $M=0$ eigenvalue of a numerical diagonalisation.

## The Lean file

```lean
import Mathlib

open Matrix Set

namespace RotorStarkParity

noncomputable section

variable {n : Type*} [Fintype n] [DecidableEq n]

/-- The Hamiltonian `H0 - F D` of a molecule with dipole operator `D` in a static field `F`. -/
def starkH (H0 D : Matrix n n ℂ) (F : ℝ) : Matrix n n ℂ := H0 - (F : ℂ) • D

/-- The expectation value `⟨v|D|v⟩`, for a vector `v` that need not be normalised. -/
def expect (D : Matrix n n ℂ) (v : n → ℂ) : ℂ := star v ⬝ᵥ (D *ᵥ v)

/-- `v` is a nonzero eigenvector of `H0` with eigenvalue `E`, and every solution of the same
eigenvalue equation is a multiple of `v`. -/
def IsNondegenerate (H0 : Matrix n n ℂ) (E : ℂ) (v : n → ℂ) : Prop :=
  v ≠ 0 ∧ H0 *ᵥ v = E • v ∧ ∀ w, H0 *ᵥ w = E • w → ∃ c : ℂ, w = c • v

/-- If an involution `P` commutes with `H0`, a nondegenerate eigenvector of `H0` is
even or odd under `P`. -/
theorem definite_parity {H0 P : Matrix n n ℂ} {E : ℂ} {v : n → ℂ}
    (hP : P * P = 1) (hH : P * H0 = H0 * P) (h : IsNondegenerate H0 E v) :
    P *ᵥ v = v ∨ P *ᵥ v = -v := by
  obtain ⟨hv, hE, huniq⟩ := h
  -- the reflected state solves the same eigenvalue equation
  have h1 : H0 *ᵥ (P *ᵥ v) = E • (P *ᵥ v) := by
    rw [mulVec_mulVec, ← hH, ← mulVec_mulVec, hE, mulVec_smul]
  obtain ⟨c, hc⟩ := huniq _ h1
  -- reflecting twice gives `c² = 1`
  have h2 : (c * c) • v = v := by
    calc (c * c) • v = P *ᵥ (P *ᵥ v) := by rw [hc, mulVec_smul, hc, smul_smul]
      _ = v := by rw [mulVec_mulVec, hP, one_mulVec]
  have h3 : (c * c - 1) • v = 0 := by rw [sub_smul, h2, one_smul, sub_self]
  rcases smul_eq_zero.mp h3 with h4 | h4
  · rcases mul_self_eq_one_iff.mp (sub_eq_zero.mp h4) with h5 | h5
    · left; rw [hc, h5, one_smul]
    · right; rw [hc, h5, neg_smul, one_smul]
  · exact absurd h4 hv

/-- A unitary `P` that anticommutes with the dipole operator reverses the dipole
expectation value of every state. -/
theorem expect_reflected {D P : Matrix n n ℂ} (hU : Pᴴ * P = 1)
    (hD : P * D = -(D * P)) (v : n → ℂ) : expect D (P *ᵥ v) = -expect D v := by
  have hm : Pᴴ * (D * P) = -D := by
    rw [show D * P = -(P * D) by rw [hD, neg_neg], Matrix.mul_neg, ← Matrix.mul_assoc, hU,
      Matrix.one_mul]
  unfold expect
  rw [star_mulVec, ← Matrix.dotProduct_mulVec]
  simp only [mulVec_mulVec]
  rw [hm, neg_mulVec, dotProduct_neg]

/-- If a unitary involution commutes with `H0` and anticommutes with the dipole operator `D`, then
`⟨D⟩ = 0` in every nondegenerate eigenvector of `H0`. -/
theorem dipole_eq_zero {H0 D P : Matrix n n ℂ} {E : ℂ} {v : n → ℂ}
    (hU : Pᴴ * P = 1) (hP : P * P = 1) (hH : P * H0 = H0 * P) (hD : P * D = -(D * P))
    (h : IsNondegenerate H0 E v) : expect D v = 0 := by
  have hflip := expect_reflected hU hD v
  rcases definite_parity hP hH h with hv | hv
  · rw [hv] at hflip
    linear_combination (1 / 2 : ℂ) * hflip
  · have hneg : expect D (-v) = expect D v := by
      simp [expect, mulVec_neg]
    rw [hv, hneg] at hflip
    linear_combination (1 / 2 : ℂ) * hflip


/-- If an involution commutes with `H0` and anticommutes with `D`, the Stark Hamiltonians at
fields `F` and `-F` have the same characteristic polynomial. -/
theorem charpoly_field_reversal {H0 D P : Matrix n n ℂ} (hP : P * P = 1)
    (hH : P * H0 = H0 * P) (hD : P * D = -(D * P)) (F : ℝ) :
    (starkH H0 D (-F)).charpoly = (starkH H0 D F).charpoly := by
  -- `P` carries the Hamiltonian at field `F` into the one at field `-F`
  have h0 : starkH H0 D (-F) * P = P * starkH H0 D F := by
    unfold starkH
    rw [Matrix.sub_mul, Matrix.mul_sub, Matrix.smul_mul, Matrix.mul_smul, hH, hD,
      Complex.ofReal_neg]
    module
  have h1 : starkH H0 D (-F) = (P * starkH H0 D F) * P := by
    rw [← h0, Matrix.mul_assoc, hP, Matrix.mul_one]
  rw [h1, Matrix.charpoly_mul_comm, ← Matrix.mul_assoc, hP, Matrix.one_mul]

/-- Two rotor levels with energies `0` and `2B`. -/
def twoLevelH (B : ℝ) : Matrix (Fin 2) (Fin 2) ℂ := !![0, 0; 0, 2 * (B : ℂ)]

/-- A dipole operator that couples the two levels with strength `d`. -/
def twoLevelD (d : ℝ) : Matrix (Fin 2) (Fin 2) ℂ := !![0, (d : ℂ); (d : ℂ), 0]

/-- The parity operator of the two levels, one even and one odd. -/
def twoLevelP : Matrix (Fin 2) (Fin 2) ℂ := !![1, 0; 0, -1]

/-- The two-level rotor has the parity relations for all `B` and `d`, and for `B ≠ 0` its
first level is nondegenerate. -/
theorem twoLevel_witness (B d : ℝ) :
    twoLevelPᴴ * twoLevelP = 1 ∧ twoLevelP * twoLevelP = 1 ∧
    twoLevelP * twoLevelH B = twoLevelH B * twoLevelP ∧
    twoLevelP * twoLevelD d = -(twoLevelD d * twoLevelP) ∧
    (B ≠ 0 → IsNondegenerate (twoLevelH B) 0 ![1, 0]) := by
  refine ⟨?_, ?_, ?_, ?_, fun hB => ⟨?_, ?_, fun w hw => ⟨w 0, ?_⟩⟩⟩
  · ext i j; fin_cases i <;> fin_cases j <;>
      simp [twoLevelP, Matrix.mul_apply, Fin.sum_univ_succ]
  · ext i j; fin_cases i <;> fin_cases j <;>
      simp [twoLevelP, Matrix.mul_apply, Fin.sum_univ_succ]
  · ext i j; fin_cases i <;> fin_cases j <;>
      simp [twoLevelP, twoLevelH, Matrix.mul_apply, Fin.sum_univ_succ]
  · ext i j; fin_cases i <;> fin_cases j <;>
      simp [twoLevelP, twoLevelD, Matrix.mul_apply, Fin.sum_univ_succ]
  · intro h
    have h0 := congrFun h 0
    simp at h0
  · ext i; fin_cases i <;> simp [twoLevelH, Matrix.mulVec, dotProduct, Fin.sum_univ_succ]
  · have h1 : w 1 = 0 := by
      have h := congrFun hw 1
      simpa [twoLevelH, Matrix.mulVec, dotProduct, Fin.sum_univ_succ, hB] using h
    ext i; fin_cases i <;> simp [h1]

/-- When the two levels coincide, the unnormalised vector `v = (1,1)` is an eigenvector with
`⟨v|D|v⟩ = 2d`. -/
theorem degenerate_dipole (d : ℝ) :
    twoLevelH 0 *ᵥ ![1, 1] = (0 : ℂ) • ![1, 1] ∧ expect (twoLevelD d) ![1, 1] = 2 * d := by
  constructor
  · ext i; fin_cases i <;> simp [twoLevelH, Matrix.mulVec, dotProduct, Fin.sum_univ_succ]
  · simp [expect, twoLevelD, Matrix.mulVec, dotProduct, Fin.sum_univ_succ]
    ring

/-- `φ`, with derivative `φ'`, is a regular solution on `[-1,1]` of the `J = 0` response
equation `-B((1-x²)φ')' = x`, where `x = cos θ`. -/
structure IsResponse (B : ℝ) (φ φ' : ℝ → ℝ) : Prop where
  cont : ContinuousOn φ (Icc (-1) 1)
  cont' : ContinuousOn φ' (Icc (-1) 1)
  deriv : ∀ x ∈ Ioo (-1 : ℝ) 1, HasDerivAt φ (φ' x) x
  eqn : ∀ x ∈ Ioo (-1 : ℝ) 1, HasDerivAt (fun y => -B * ((1 - y ^ 2) * φ' y)) x x

/-- For `B ≠ 0` the function `x/(2B)` solves the response equation. -/
theorem response_solution {B : ℝ} (hB : B ≠ 0) :
    IsResponse B (fun x => x / (2 * B)) (fun _ => 1 / (2 * B)) where
  cont := by fun_prop
  cont' := continuousOn_const
  deriv x _ := (hasDerivAt_id' x).div_const (2 * B)
  eqn x _ := by
    have e : B * B⁻¹ = 1 := mul_inv_cancel₀ hB
    refine ((((hasDerivAt_pow 2 x).const_sub 1).mul_const (1 / (2 * B))).const_mul
      (-B)).congr_deriv ?_
    change -B * (-(((2 : ℕ) : ℝ) * x ^ 1) * (1 / (2 * B))) = x
    push_cast
    linear_combination x * e

/-- A continuous function on `[-1,1]` whose derivative vanishes inside is constant. -/
theorem const_of_deriv_zero {f : ℝ → ℝ} (hc : ContinuousOn f (Icc (-1) 1))
    (hd : ∀ x ∈ Ioo (-1 : ℝ) 1, HasDerivAt f 0 x) {x : ℝ} (hx : x ∈ Icc (-1 : ℝ) 1) :
    f x = f (-1) := by
  rcases eq_or_lt_of_le hx.1 with h | h
  · rw [← h]
  · obtain ⟨c, _, hs⟩ := exists_hasDerivAt_eq_slope f (fun _ => 0) h
      (hc.mono (Icc_subset_Icc_right hx.2)) (fun y hy => hd y ⟨hy.1, hy.2.trans_le hx.2⟩)
    have h0 : (f x - f (-1)) / (x - -1) = 0 := hs.symm
    rcases div_eq_zero_iff.mp h0 with h1 | h1 <;> linarith

/-- Every regular solution of the response equation is `x/(2B)` plus a constant. -/
theorem response_unique {B : ℝ} {φ φ' : ℝ → ℝ} (h : IsResponse B φ φ') :
    ∀ x ∈ Icc (-1 : ℝ) 1, φ x = x / (2 * B) + φ 0 := by
  have hc := h.cont
  have hc' := h.cont'
  -- integrate once: the flux vanishes at the pole `x = -1`
  have flux : ∀ y ∈ Ioo (-1 : ℝ) 1, B * φ' y = 1 / 2 := by
    intro y hy
    have hf := const_of_deriv_zero (f := fun y => -B * ((1 - y ^ 2) * φ' y) - y ^ 2 / 2)
      (by fun_prop)
      (fun z hz => ((h.eqn z hz).fun_sub ((hasDerivAt_pow 2 z).div_const 2)).congr_deriv
        (by norm_num)) (Ioo_subset_Icc_self hy)
    have hpos : 0 < 1 - y ^ 2 := by nlinarith [mul_pos (sub_pos.mpr hy.1) (sub_pos.mpr hy.2)]
    refine mul_left_cancel₀ hpos.ne' ?_
    linear_combination -hf
  have hB : B ≠ 0 := by
    intro h0
    have h1 := flux 0 (by norm_num)
    rw [h0] at h1
    norm_num at h1
  -- integrate a second time
  have key : ∀ x ∈ Icc (-1 : ℝ) 1, φ x - x / (2 * B) = φ (-1) - (-1) / (2 * B) := by
    intro x hx
    refine const_of_deriv_zero (f := fun y => φ y - y / (2 * B)) (by fun_prop)
      (fun y hy => ?_) hx
    have h1 : φ' y = 1 / (2 * B) := by
      rw [eq_div_iff (mul_ne_zero two_ne_zero hB)]
      linear_combination 2 * flux y hy
    exact ((h.deriv y hy).fun_sub ((hasDerivAt_id' y).div_const (2 * B))).congr_deriv
      (by rw [h1, sub_self])
  intro x hx
  linear_combination key x hx - key 0 (by norm_num)

/-- For every regular solution `φ` of the `J = 0` response equation, `μ²` times the integral
of `x φ` over `[-1,1]` equals `μ²/(3B)`. -/
theorem response_integral {B : ℝ} {φ φ' : ℝ → ℝ} (h : IsResponse B φ φ') (μ : ℝ) :
    μ ^ 2 * ∫ x in (-1 : ℝ)..1, x * φ x = μ ^ 2 / (3 * B) := by
  have h1 : ∫ x in (-1 : ℝ)..1, x * φ x =
      ∫ x in (-1 : ℝ)..1, (1 / (2 * B) * x ^ 2 + φ 0 * x) := by
    refine intervalIntegral.integral_congr (fun x hx => ?_)
    rw [uIcc_of_le (by norm_num)] at hx

    rw [response_unique h x hx]
    ring
  rw [h1, intervalIntegral.integral_add
    (Continuous.intervalIntegrable (by fun_prop) _ _)
    (Continuous.intervalIntegrable (by fun_prop) _ _),
    intervalIntegral.integral_const_mul, intervalIntegral.integral_const_mul,
    integral_pow, integral_id]
  push_cast
  ring

end

end RotorStarkParity
```

```lean
#print axioms RotorStarkParity.dipole_eq_zero
#print axioms RotorStarkParity.degenerate_dipole
#print axioms RotorStarkParity.response_solution
#print axioms RotorStarkParity.response_integral
```

```
'RotorStarkParity.dipole_eq_zero' depends on axioms: [propext, Classical.choice, Quot.sound]
'RotorStarkParity.degenerate_dipole' depends on axioms: [propext, Classical.choice, Quot.sound]
'RotorStarkParity.response_solution' depends on axioms: [propext, Classical.choice, Quot.sound]
'RotorStarkParity.response_integral' depends on axioms: [propext, Classical.choice, Quot.sound]
```

## From reflection to zero dipole in the proof

`definite_parity` follows the argument for $Pv=\pm v$. Its step `h1` shows that $Pv$ solves the eigenvalue equation, the uniqueness clause supplies $c$, and `h2` reflects twice. From $(c^2-1)v=0$, `smul_eq_zero` leaves two cases: $c^2=1$, which gives the two parities, or $v=0$, which is excluded.

`expect_reflected` isolates the matrix identity $P^\dagger DP=-D$ as `hm` and then moves $P$ from the left vector into the operator. `dipole_eq_zero` combines the two lemmas. In the odd case `hneg` records that the signs cancel, and `linear_combination` solves $a=-a$ for $a=0$.

In `charpoly_field_reversal`, `h0` is the relation $H(-F)P=PH(F)$ and `h1` is $H(-F)=PH(F)P$. The lemma `Matrix.charpoly_mul_comm` permits the change of order, after which $P^2=1$ finishes the proof. Unitarity is not used.

`twoLevel_witness` checks the parity relations entry by entry for levels at $0$ and $2B$. For nondegeneracy, the second component of the eigenvalue equation reads $2Bw_1=0$, so $w_1=0$ when $B\neq0$. `degenerate_dipole` computes the value $2d$ for coincident levels.

## From flux to integral in the proof

`response_solution` differentiates $x/(2B)$ and verifies the equation. Both integrations in the converse rest on `const_of_deriv_zero`, which obtains constancy from the mean value theorem.

In `response_unique`, the step `flux` applies that lemma to $-B(1-y^2)\varphi'-y^2/2$. Its value at $y=-1$ is $-\tfrac12$, which fixes the integration constant, and `hpos` allows division by $1-y^2$. Evaluating the result at $y=0$ yields `hB`, that is $B\neq0$; this is why `response_integral` needs no separate assumption on $B$. The step `key` applies the lemma again to $\varphi-y/(2B)$, and comparing $x$ with $0$ identifies the constant as $\varphi(0)$.

`response_integral` replaces $x\varphi$ by $x^2/(2B)+\varphi(0)x$ on the whole interval, splits the integral, and evaluates the two powers of $x$.
